# Positive populations in detailed balance with a collisional transfer matrix of unit column sums are stationary

The theorem `stationary` concerns collisional energy transfer among finitely many energy grains, with populations f_i and a real transfer matrix K, where K_ij refers to transfer from grain j to grain i. For i ≤ j the entry is a prefactor times an exponential-down weight, and for i > j it is fixed by detailed balance with respect to the same populations f, that is, K_ij f_j = K_ji f_i. The theorem states that if every f_i is positive and every column of K sums to one, then K f = f, so applying K once leaves these populations unchanged. The populations need not sum to one, and the entries of K are not assumed to be nonnegative. The attempt uses detailed balance to replace each term K_ij f_j by K_ji f_i, then takes f_i out of the sum and uses the sum of column i.

This version doesn't compile in Lean 4 with Mathlib:

```lean
import Mathlib

open Matrix

namespace Stationary

noncomputable section

variable {n : ℕ}

/-- The exponential-down weight `exp (-(E_j - E_i) / a)` for a transition from grain `j`
to grain `i`, for an energy scale `a ≠ 0`. -/
def downWeight (E : Fin n → ℝ) (a : ℝ) (i j : Fin n) : ℝ :=
  Real.exp (-(E j - E i) / a)

/-- The collisional transfer matrix from grain `j` to grain `i`: exponential-down for `i ≤ j`,
and fixed by detailed balance for `i > j`. Its domain is `a ≠ 0` and nonzero populations `f`. -/
def kernel (E f : Fin n → ℝ) (a : ℝ) (A : Fin n → ℝ) : Matrix (Fin n) (Fin n) ℝ :=
  Matrix.of fun i j =>
    if i ≤ j then A j * downWeight E a i j else A i * downWeight E a j i * (f i / f j)

/-- For positive populations `f` the transfer matrix obeys detailed balance. -/
theorem detailed_balance (E f : Fin n → ℝ) (a : ℝ) (A : Fin n → ℝ) (hf : ∀ i, 0 < f i)
    (i j : Fin n) : kernel E f a A i j * f j = kernel E f a A j i * f i := by
  have hi := (hf i).ne'
  have hj := (hf j).ne'
  rcases lt_trichotomy i j with h | h | h
  · simp only [kernel, Matrix.of_apply, if_pos h.le, if_neg (not_le_of_gt h)]
    field_simp
  · rw [h]
  · simp only [kernel, Matrix.of_apply, if_pos h.le, if_neg (not_le_of_gt h)]
    field_simp

/-- With positive populations and unit column sums, collisions leave `f` unchanged. -/
theorem stationary (E f : Fin n → ℝ) (a : ℝ) (A : Fin n → ℝ) (hf : ∀ i, 0 < f i)
    (hA : ∀ j, ∑ i, kernel E f a A i j = 1) : kernel E f a A *ᵥ f = f := by
  funext i
  calc (kernel E f a A *ᵥ f) i = ∑ j, kernel E f a A j i * f i :=
        Finset.sum_congr rfl fun j _ => detailed_balance E f a A hf i j
    _ = f i := by rw [← Finset.sum_mul, hA i, one_mul]

end

end Stationary
```

Lean reports:

```
Main.lean:39:8: error: Type mismatch
  Finset.sum_congr rfl fun j x => detailed_balance E f a A hf i j
has type
  ∑ j ∈ ?m.58, kernel E f a A i j * f j = ∑ j ∈ ?m.58, kernel E f a A j i * f i
but is expected to have type
  (kernel E f a A *ᵥ f) i = ∑ j, kernel E f a A j i * f i
```

Cause. The error is in the first step of the `calc` block. `Finset.sum_congr` proves an equality between two sums, but the left side of the goal is `(kernel E f a A *ᵥ f) i`, an entry of a matrix-vector product. By definition that entry is the sum of `kernel E f a A i j * f j` over `j`, so the mathematics is right, but Lean did not match the two forms when checking the term. The `?m.58` in the message is the index set of the sums, still undetermined in the type it reports. The message does not say why Lean failed to see through the definitions.

The repair turns the step into a tactic proof. `simp only [Matrix.mulVec, dotProduct]` unfolds the product, so the left side becomes an explicit sum over all `j`. The same `Finset.sum_congr` term, now given by `exact`, then fits the goal, with `detailed_balance` proving the equality of each pair of terms. The last step of the calculation is unchanged.

After these edits no error is left:

```diff
@@ -36,6 +36,7 @@
     (hA : ∀ j, ∑ i, kernel E f a A i j = 1) : kernel E f a A *ᵥ f = f := by
   funext i
-  calc (kernel E f a A *ᵥ f) i = ∑ j, kernel E f a A j i * f i :=
-        Finset.sum_congr rfl fun j _ => detailed_balance E f a A hf i j
+  calc (kernel E f a A *ᵥ f) i = ∑ j, kernel E f a A j i * f i := by
+        simp only [Matrix.mulVec, dotProduct]
+        exact Finset.sum_congr rfl fun j _ => detailed_balance E f a A hf i j
     _ = f i := by rw [← Finset.sum_mul, hA i, one_mul]
 
```
